# Upper and lower bounds on the electrostatic reflection factor of a dielectric film on a perfect conductor

A film of real relative permittivity `ε` and thickness `d` lies between a perfect conductor and vacuum. In electrostatics, a potential from charges in the vacuum with in-plane wavenumber `q` induces a response whose amplitude at the film's surface is −R times that of the applied potential. The reflection factor is R = (b + t)/(1 + bt), with b = (ε − 1)/(ε + 1) and t = exp(−2qd). For ε > 1, d > 0 and q > 0, `reflection_bounds` states that R lies strictly between b + (1 − b)t and b + (1 − b²)t, and that it is less than 1. The attempt first shows that b and t both lie strictly between 0 and 1, and puts plain variables in their place. It then multiplies out the positive denominator and leaves each of the three inequalities to `linarith`, with suitable positive products at hand.

The first attempt, which Lean rejects:

```lean
import Mathlib

open MeasureTheory Set Filter Topology
open Real (exp)

namespace ReflectionBounds

noncomputable section

/-- Dielectric contrast `b = (ε - 1)/(ε + 1)` of film and vacuum, for `ε ≠ -1`. -/
def contrast (ε : ℝ) : ℝ := (ε - 1) / (ε + 1)

/-- Reflection factor of a film of permittivity `ε` and thickness `d` on a metal, at wavenumber
`q`; its domain is `ε ≠ -1` and `1 + b exp (-2qd) ≠ 0`. -/
def reflection (ε d q : ℝ) : ℝ :=
  (contrast ε + exp (-2 * q * d)) / (1 + contrast ε * exp (-2 * q * d))

/-- For `ε > 1` the dielectric contrast lies strictly between 0 and 1. -/
theorem contrast_bounds {ε : ℝ} (hε : 1 < ε) : 0 < contrast ε ∧ contrast ε < 1 := by
  have h : 0 < ε + 1 := by linarith
  exact ⟨div_pos (by linarith) h, (div_lt_one h).2 (by linarith)⟩

/-- For `ε > 1`, `d > 0`, `q > 0` the reflection factor lies strictly between `b + (1 - b) t` and
`b + (1 - b²) t`, with `t = exp (-2qd)`, and is below the value 1. -/
theorem reflection_bounds {ε d q : ℝ} (hε : 1 < ε) (hd : 0 < d) (hq : 0 < q) :
    contrast ε + (1 - contrast ε) * exp (-2 * q * d) < reflection ε d q ∧
    reflection ε d q < contrast ε + (1 - contrast ε ^ 2) * exp (-2 * q * d) ∧
    reflection ε d q < 1 := by
  obtain ⟨hb0, hb1⟩ := contrast_bounds hε
  have ht0 := Real.exp_pos (-2 * q * d)
  have ht1 : exp (-2 * q * d) < 1 := Real.exp_lt_one (by nlinarith [mul_pos hq hd])
  unfold reflection
  generalize exp (-2 * q * d) = t at ht0 ht1 ⊢
  generalize contrast ε = b at hb0 hb1 ⊢
  have hden : 0 < 1 + b * t := by positivity
  have h1 : 0 < (1 - b) * (1 - t) := mul_pos (by linarith) (by linarith)
  have h2 : 0 < b * t * ((1 - b) * (1 - t)) := by positivity
  have h3 : 0 < b * t ^ 2 * ((1 - b) * (1 + b)) :=
    mul_pos (by positivity) (mul_pos (by linarith) (by linarith))
  refine ⟨(lt_div_iff₀ hden).2 ?_, (div_lt_iff₀ hden).2 ?_, (div_lt_one hden).2 ?_⟩
  · linarith
  · linarith
  · linarith

end

end ReflectionBounds
```

Lean reports:

```
Main.lean:31:37: error(lean.unknownIdentifier): Unknown constant `Real.exp_lt_one`
```

Diagnosis. The one error is a missing name: Lean finds no constant called `Real.exp_lt_one`. The attempt used it in `ht1` as a lemma that turns a proof that the exponent is negative into a proof that the exponential is less than 1. That step is sound mathematics, but it can't be made through a lemma that isn't there.

The repair uses `Real.exp_lt_one_iff`, which states the fact as an equivalence: `exp x < 1` holds exactly when `x < 0`. Since an equivalence is not itself a function from one side to the other, `.2` is needed to pick out the direction from `x < 0` to `exp x < 1`. What remains to be shown is `-2 * q * d < 0`, and the `nlinarith` call, which is unchanged, proves it from the positivity of `q * d`. Nothing else in the proof had to change.

The mended proof, as a diff:

```diff
@@ -29,5 +29,5 @@
   obtain ⟨hb0, hb1⟩ := contrast_bounds hε
   have ht0 := Real.exp_pos (-2 * q * d)
-  have ht1 : exp (-2 * q * d) < 1 := Real.exp_lt_one (by nlinarith [mul_pos hq hd])
+  have ht1 : exp (-2 * q * d) < 1 := Real.exp_lt_one_iff.2 (by nlinarith [mul_pos hq hd])
   unfold reflection
   generalize exp (-2 * q * d) = t at ht0 ht1 ⊢
```
